# Prefix parities identify the even occupation strings of m + 1 modes with all m-bit strings

A configuration of $m+1$ fermionic modes is represented here by its occupation string alone, without amplitudes or fermionic signs. The string is $f=(f_0,\dots,f_m)$ with each $f_i\in\mathbb Z/2$, where $1$ means occupied and adding $1$ flips the occupation. In Lean it is a function `Fin (m + 1) → ZMod 2`. Writing the number of modes as $n=m+1$ avoids the subtraction in $n-1$ and covers every $n\ge 2$; the case $m=0$, one mode and no qubits, is also included.

```lean
import Mathlib

open Finset

namespace EvenSectorQubitSaving
```

## The even sector and its encoding

The even sector consists of the strings with vanishing total parity,
$$f_0+f_1+\dots+f_m=0 .$$
This condition is linear: sums and multiples of solutions are solutions. The sector is therefore a subspace, and `evenSector m` is declared as a `Submodule` with the three closure properties checked.

```lean
/-- The even sector of `m + 1` fermionic modes: occupation strings of vanishing total parity. -/
def evenSector (m : ℕ) : Submodule (ZMod 2) (Fin (m + 1) → ZMod 2) where
  carrier := {f | ∑ i, f i = 0}
  zero_mem' := by simp
  add_mem' := by
    intro f g hf hg
    change ∑ i, (f i + g i) = 0
    rw [Finset.sum_add_distrib, show ∑ i, f i = 0 from hf,
      show ∑ i, g i = 0 from hg, add_zero]
  smul_mem' := by
    intro c f hf
    change ∑ i, c * f i = 0
    rw [← Finset.mul_sum, show ∑ i, f i = 0 from hf, mul_zero]
```

The encoding stores the prefix parities
$$p_k=\sum_{i\le k} f_i ,\qquad k=0,\dots,m-1 .$$
Qubit $k$ thus holds the parity of modes $0$ to $k$. The parity of all modes is not stored. In the code, `k.castSucc` is the qubit index $k$ read as a mode index, `Finset.Iic` is the set of modes up to it, and `f.1` is the string underlying an element of the sector. The arrow `→ₗ[ZMod 2]` makes `encode m` a linear map over $\mathbb Z/2$.

```lean
/-- The parity encoding of the even sector: qubit `k` stores the parity of the occupations
of modes `0, ..., k`, and the parity of all modes together is not stored. -/
def encode (m : ℕ) : evenSector m →ₗ[ZMod 2] (Fin m → ZMod 2) where
  toFun f k := ∑ i ∈ Finset.Iic k.castSucc, f.1 i
  map_add' f g := by
    funext k
    simp [Finset.sum_add_distrib]
  map_smul' c f := by
    funext k
    simp [Finset.mul_sum]
```

Let $e_a$ be the string with mode $a$ alone occupied. Adding $e_a+e_b$ to a configuration flips mode $a$ and then mode $b$; if $a=b$, the two flips cancel. The total parity of $e_a+e_b$ is $1+1=0$, so it belongs to the even sector, and `pairFlip a b` packages the string with this proof.

```lean
/-- The sum of the single-mode flips of `a` and `b`, as an element of the even sector. -/
def pairFlip {m : ℕ} (a b : Fin (m + 1)) : evenSector m :=
  ⟨Pi.single a 1 + Pi.single b 1, by
    change ∑ i, ((Pi.single a 1 : Fin (m + 1) → ZMod 2) i
      + (Pi.single b 1 : Fin (m + 1) → ZMod 2) i) = 0
    rw [Finset.sum_add_distrib]
    simp only [Pi.single_apply, Finset.sum_ite_eq', Finset.mem_univ, if_true]
    decide⟩
```

The condition on the sum agrees with the usual one on particle number. Each $f_i$ is $0$ or $1$, so $\sum_i f_i$ is the number of occupied modes reduced modulo 2, and it vanishes exactly when that number is even. The proof checks the two possible values of $f_i$ by `decide` and then translates a vanishing cast into divisibility by 2.

```lean
/-- An occupation string lies in the even sector exactly when its number of occupied modes
is even. -/
theorem mem_evenSector_iff {m : ℕ} (f : Fin (m + 1) → ZMod 2) :
    f ∈ evenSector m ↔ Even (Finset.univ.filter fun i => f i = 1).card := by
  have h : ∑ i, f i = (((Finset.univ.filter fun i => f i = 1).card : ℕ) : ZMod 2) := by
    rw [Finset.card_filter, Nat.cast_sum]
    refine Finset.sum_congr rfl fun i _ => ?_
    generalize f i = x
    revert x
    decide
  change (∑ i, f i = 0) ↔ _
  rw [h, CharP.cast_eq_zero_iff (ZMod 2) 2, even_iff_two_dvd]
```

## What a pair flip does to the qubits

Take $a\le b$. The $k$-th prefix parity of $e_a+e_b$ counts those of the two modes that lie at or below $k$:

- if $b\le k$, both are counted and $p_k=1+1=0$;
- if $a\le k<b$, only $a$ is counted and $p_k=1$;
- if $k<a$, neither is counted and $p_k=0$.

The flipped qubits are therefore those with $a\le k<b$. The two `by_cases` commands produce these three cases.

```lean
/-- For `a ≤ b`, the sum of the single-mode flips of `a` and `b` is encoded as the string of qubit
flips on the qubits `k` with `a ≤ k < b`. -/
theorem encode_pairFlip {m : ℕ} (a b : Fin (m + 1)) (h : a ≤ b) (k : Fin m) :
    encode m (pairFlip a b) k = if a ≤ k.castSucc ∧ k.castSucc < b then 1 else 0 := by
  have h2 : (1 + 1 : ZMod 2) = 0 := by decide
  change ∑ i ∈ Finset.Iic k.castSucc, ((Pi.single a 1 : Fin (m + 1) → ZMod 2) i
    + (Pi.single b 1 : Fin (m + 1) → ZMod 2) i) = _
  rw [Finset.sum_add_distrib]
  simp only [Pi.single_apply, Finset.sum_ite_eq', Finset.mem_Iic]
  by_cases hb : b ≤ k.castSucc
  · -- both flipped modes are counted, so the prefix parity is unchanged
    rw [if_pos (h.trans hb), if_pos hb, if_neg (fun h' => not_lt_of_ge hb h'.2)]
    exact h2
  · have hb' := not_le.mp hb
    rw [if_neg hb, add_zero]
    by_cases ha : a ≤ k.castSucc
    · rw [if_pos ha, if_pos ⟨ha, hb'⟩]
    · rw [if_neg ha, if_neg (fun h' => ha h'.1)]
```

For neighbours, $a=j$ and $b=j+1$, the condition becomes $j\le k<j+1$, which means $k=j$. Only qubit $j$ flips. Lean writes the two modes as `j.castSucc` and `j.succ`, and the single-qubit flip as `Pi.single j 1`; `omega` settles the inequality.

```lean
/-- The flip of the neighbouring modes `j` and `j + 1` is encoded as the flip of the single
qubit `j`. -/
theorem encode_neighbourFlip {m : ℕ} (j : Fin m) :
    encode m (pairFlip j.castSucc j.succ) = Pi.single j 1 := by
  have hle : j.castSucc ≤ j.succ := by
    rw [Fin.le_def]
    change j.val ≤ j.val + 1
    omega
  funext k
  have hk : (j.castSucc ≤ k.castSucc ∧ k.castSucc < j.succ) ↔ k = j := by
    rw [Fin.le_def, Fin.lt_def, Fin.ext_iff]
    change (j.val ≤ k.val ∧ k.val < j.val + 1) ↔ k.val = j.val
    omega
  rw [encode_pairFlip _ _ hle, Pi.single_apply]
  simp only [hk]
```

## No two even strings share a code

Since the encoding is linear, it is enough to show that an even $f$ with $p_0=\dots=p_{m-1}=0$ is zero. Evenness supplies the missing parity, $p_m=\sum_i f_i=0$, so all $m+1$ prefix parities vanish. Now go along the chain. If $f_i=0$ for every $i<k$, then
$$0=p_k=\sum_{i\le k}f_i=f_k .$$
By strong induction every mode is empty. In the proof, `hp` collects the vanishing parities, treating the last one separately, and `hz` is the induction.

```lean
/-- Two even occupation strings with the same encoded qubit string are equal. -/
theorem encode_injective (m : ℕ) : Function.Injective (encode m) := by
  rw [injective_iff_map_eq_zero]
  intro f hf
  -- the one parity that is not stored vanishes because the sector is even
  have hp : ∀ k : Fin (m + 1), ∑ i ∈ Finset.Iic k, f.1 i = 0 := by
    intro k
    induction k using Fin.lastCases with
    | last =>
      have hu : Finset.Iic (Fin.last m) = Finset.univ := by
        ext i
        simp [Fin.le_last]
      rw [hu]
      exact f.2
    | cast j => exact congrFun hf j
  -- the modes are then empty one after the other along the chain
  have hz : ∀ (n : ℕ) (k : Fin (m + 1)), k.val = n → f.1 k = 0 := by
    intro n
    induction n using Nat.strong_induction_on with
    | _ n ih =>
      intro k hk
      have hs : ∑ i ∈ Finset.Iic k, f.1 i = f.1 k := by
        refine Finset.sum_eq_single k (fun i hi hne => ?_) (fun hk' => ?_)
        · have h1 : i.val ≤ k.val := Fin.le_def.mp (Finset.mem_Iic.mp hi)
          have h2 : i.val ≠ k.val := fun e => hne (Fin.ext e)
          exact ih i.val (by omega) i rfl
        · exact absurd (Finset.mem_Iic.mpr le_rfl) hk'
      exact hs.symm.trans (hp k)
  exact Subtype.ext (funext fun k => hz k.val k rfl)
```

The encoding is injective only because the total parity is fixed. Among all strings of two modes, $(0,0)$ and $(0,1)$ have the same first prefix parity, $0$. The second string is odd, and the bit that would distinguish it is the one that is not stored.

## Every qubit string is reached

Given a qubit string $q=(q_0,\dots,q_{m-1})$, combine the neighbouring pair flips that it selects:
$$f=\sum_{j=0}^{m-1} q_j\,(e_j+e_{j+1}) .$$
This is even, being a sum of even strings. By linearity its code is the sum of $q_j$ times the flip of qubit $j$, which is $q$. The proof follows the same route: `map_sum` and `map_smul` move the encoding inside the sum, and `encode_neighbourFlip` evaluates each term.

```lean
/-- Combining the neighbouring pair flips selected by a qubit string `q` gives an even
occupation string whose encoding is `q`. -/
theorem encode_sum_neighbourFlip {m : ℕ} (q : Fin m → ZMod 2) :
    encode m (∑ j, q j • pairFlip j.castSucc j.succ) = q := by
  rw [map_sum]
  simp only [map_smul, encode_neighbourFlip]
  funext k
  simp [Finset.sum_apply, Pi.single_apply]
```

The two halves give a bijection, and a bijective linear map is a linear isomorphism. For any even $f$, linearity also gives
$$p(f+e_j+e_{j+1})=p(f)+p(e_j+e_{j+1}),$$
where the last term is the flip of qubit $j$. The theorem states both facts, the second for every even configuration and every $j$ from $0$ to $m-1$.

```lean
/-- Even-sector qubit saving: the first `m` prefix parities identify the even sector of
`m + 1` modes linearly and bijectively with all strings of `m` qubits, and flipping the
neighbouring modes `j`, `j + 1` of any even configuration flips qubit `j` alone. -/
theorem even_sector_qubit_saving (m : ℕ) :
    Function.Bijective (encode m) ∧
      ∀ (f : evenSector m) (j : Fin m),
        encode m (f + pairFlip j.castSucc j.succ) = encode m f + Pi.single j 1 :=
  ⟨⟨encode_injective m, fun q => ⟨_, encode_sum_neighbourFlip q⟩⟩,
    fun f j => by rw [map_add, encode_neighbourFlip]⟩
```

In simulations of Hamiltonians that conserve fermion parity, this is the relabelling of occupation basis states by which the parity encoding saves one qubit in the even sector; the phases produced by fermionic operators are not part of the model.

## Reading the occupations back

Applied to $q=p(f)$, the preceding construction yields an even string with the same code as $f$. Injectivity makes the two equal, so
$$f=\sum_{j=0}^{m-1} p_j\,(e_j+e_{j+1}) .$$
In components, $f_i=p_{i-1}+p_i$ for $0\le i\le m$, where in this formula $p_{-1}$ and $p_m$ are both set to $0$.

```lean
/-- Decoding: every even occupation string is the combination of the neighbouring pair flips
selected by its encoded qubits. -/
theorem decode_formula {m : ℕ} (f : evenSector m) :
    f = ∑ j, encode m f j • pairFlip j.castSucc j.succ :=
  encode_injective m (encode_sum_neighbourFlip (encode m f)).symm
```

For four modes, $m=3$, take $f=(0,1,0,1)$. Its first three prefix parities are
$$(0,\;0+1,\;0+1+0)=(0,1,1).$$
Decoding gives $(e_1+e_2)+(e_2+e_3)=e_1+e_3$, which is $f$ again. Flipping modes $0$ and $1$ turns $f$ into $(1,0,0,1)$, with code $(1,1,1)$: only qubit $0$ has changed.

## Fewer qubits do not suffice for the whole even sector

The bijection shows that the even sector has $2^m$ strings. An injective map $g$ from it into the strings of $k$ qubits requires $2^m\le 2^k$, hence $m\le k$. Nothing is assumed about $g$ beyond injectivity; in particular it need not be linear. The proof composes $g$ with the decoder `e.symm` and compares the numbers of bit strings.

```lean
/-- Any encoding, linear or not, that maps distinct even occupation strings of `m + 1` modes
to distinct strings of `k` qubits needs `k ≥ m`. -/
theorem qubit_count_optimal {m k : ℕ} (g : evenSector m → (Fin k → ZMod 2))
    (hg : Function.Injective g) : m ≤ k := by
  let e := Equiv.ofBijective (encode m) (even_sector_qubit_saving m).1
  -- compare the numbers of bit strings, 2 ^ m and 2 ^ k
  have h := Fintype.card_le_of_injective (g ∘ e.symm) (hg.comp e.symm.injective)
  simp only [Fintype.card_fun, ZMod.card, Fintype.card_fin] at h
  exact (Nat.pow_le_pow_iff_right (by norm_num)).mp h

end EvenSectorQubitSaving
```

```lean
#print axioms EvenSectorQubitSaving.mem_evenSector_iff
#print axioms EvenSectorQubitSaving.even_sector_qubit_saving
#print axioms EvenSectorQubitSaving.decode_formula
#print axioms EvenSectorQubitSaving.qubit_count_optimal
```

```
'EvenSectorQubitSaving.mem_evenSector_iff' depends on axioms: [propext, Classical.choice, Quot.sound]
'EvenSectorQubitSaving.even_sector_qubit_saving' depends on axioms: [propext, Classical.choice, Quot.sound]
'EvenSectorQubitSaving.decode_formula' depends on axioms: [propext, Classical.choice, Quot.sound]
'EvenSectorQubitSaving.qubit_count_optimal' depends on axioms: [propext, Classical.choice, Quot.sound]
```
